# Unique Barrier Height and a Bound on Its Shift for Interface Charge with a Minimum Charging Slope

## Interface charge as a function of the barrier

The interface charge is taken to be a function $Q$ of the barrier height alone, and its charging slope is bounded through finite differences instead of a derivative. A charge curve with kinks, such as one produced by a density of states with sharp edges at zero temperature, is therefore admitted. A curve with jumps is not, because existence of the barrier will rest on continuity.

Consider a metal on an n-type semiconductor. Let $\varphi$ be the barrier height for electrons, the distance from the Fermi level up to the conduction band edge at the interface. Let $X$ be the barrier expected without interface charge, which in the simplest picture is the metal work function minus the electron affinity of the semiconductor. Both are energies.

States in the gap at the interface hold a net charge $Q(\varphi)$, counted in elementary charges per area. When the barrier rises, the Fermi level sits lower in the gap, some of these states lose electrons, and $Q$ increases. Positive charge on the semiconductor side, with its compensating charge in the metal, forms a dipole that lowers the barrier. With a coupling constant $a\ge 0$ that converts charge per area into a potential energy step,
$$
\varphi = X - a\,Q(\varphi),\qquad\text{or}\qquad \varphi + a\,Q(\varphi) = X .
$$
For a dipole layer of thickness $\delta$ and permittivity $\varepsilon$, the coupling is $a=e^2\delta/\varepsilon$, with $e$ the elementary charge.

The barrier appears on both sides of this balance, so two questions arise: whether it has exactly one solution, and how far that solution moves when a different metal changes $X$ while $a$ and the function $Q$ stay the same.

## The minimum charging slope

Let $m\ge 0$ be a number such that
$$
Q(y)-Q(x)\ \ge\ m\,(y-x)\qquad\text{whenever } x\le y .
$$
At zero temperature, $m$ is a lower bound on the density of interface states per area and energy that the Fermi level meets as it moves through the gap. The product $am$ has no dimension.

The claim is that for continuous $Q$ the balance has exactly one solution for every real $X$, and that raising $X$ by $h\ge 0$ raises the barrier by at least $0$ and at most $h/(1+am)$. If $am=4$, for instance, a change of $0.5$ eV in $X$ moves the barrier by at most $0.1$ eV.

The pinning guaranteed by this bound depends on $a$ and $m$ only through $am$. For $am=0$ the bound says only that the barrier moves no further than $X$ does, so it guarantees no pinning. If $a>0$ and $m=0$, the barrier may still be pinned strongly where the charge curve happens to be steep, because $m$ is only a lower bound on the slope.

## Growth of the balance

Write $B(\varphi)=\varphi+a\,Q(\varphi)$ for the left side. For $x\le y$,
$$
B(y)-B(x) = (y-x)+a\,\bigl(Q(y)-Q(x)\bigr)\ \ge\ (1+am)(y-x),
$$
where the slope condition has been multiplied by $a\ge 0$.

This inequality also lets us read order backwards. Suppose $B(\varphi)\le B(\varphi')$ but $\varphi'<\varphi$. Growth from $\varphi'$ to $\varphi$ gives $B(\varphi)-B(\varphi')\ge(1+am)(\varphi-\varphi')>0$, a contradiction. Hence $B(\varphi)\le B(\varphi')$ implies $\varphi\le\varphi'$.

## Existence, uniqueness and the shift

Fix $X$ and set $d=|X-B(0)|$. Since $1+am\ge 1$, the growth inequality gives
$$
B(d)\ \ge\ B(0)+d\ \ge\ X,\qquad B(-d)\ \le\ B(0)-d\ \le\ X .
$$
The continuous function $B$ takes a value at most $X$ and a value at least $X$, so by the intermediate value theorem it takes the value $X$. If two barriers both give $X$, reading order backwards in both directions shows that they are equal.

Now let $B(\varphi)=X$ and $B(\varphi')=X+h$ with $h\ge 0$. Then $B(\varphi)\le B(\varphi')$, so $\varphi\le\varphi'$, and growth between the two solutions gives
$$
(1+am)(\varphi'-\varphi)\ \le\ B(\varphi')-B(\varphi)=h .
$$
Division by the positive number $1+am$ yields the upper bound.

## The opposite bound and the linear case

Suppose the charging slope is also bounded above, so that $Q(y)-Q(x)\le M(y-x)$ for $x\le y$. Comparing the two slope bounds on the interval from $0$ to $1$ shows $M\ge m\ge 0$. For the same two solutions,
$$
h=(\varphi'-\varphi)+a\bigl(Q(\varphi')-Q(\varphi)\bigr)\ \le\ (1+aM)(\varphi'-\varphi),
$$
so the barrier must rise by at least $h/(1+aM)$.

Let the interface states have a constant density $m$ and be neutral when the barrier equals $\varphi_0$, which is the depth of their neutrality level below the conduction band edge. The charge is then $Q(\varphi)=m(\varphi-\varphi_0)$. Subtracting $\varphi_0$ from both sides of the balance gives $(1+am)(\varphi-\varphi_0)=X-\varphi_0$, hence
$$
\varphi=\varphi_0+\frac{X-\varphi_0}{1+am}.
$$
The shift is then exactly $h/(1+am)$, so the general upper bound is attained.

## Distance to the neutrality level

Let $Q$ again be general, with $Q(\varphi_0)=0$. Then $B(\varphi_0)=\varphi_0$. If $\varphi\ge\varphi_0$, growth gives $(1+am)(\varphi-\varphi_0)\le X-\varphi_0$. If $\varphi\le\varphi_0$, it gives $(1+am)(\varphi_0-\varphi)\le\varphi_0-X$. In both cases
$$
|\varphi-\varphi_0|\ \le\ \frac{|X-\varphi_0|}{1+am}.
$$
Take a sequence of interfaces with the same $a>0$, $X$ and $\varphi_0$, whose minimum slopes $m_n$ tend to infinity. The right side tends to zero, so the barriers converge to $\varphi_0$. This limit is complete pinning.

## The statement in Lean

The left side $B$ is `balance a Q`, and the slope condition is `ChargesAtLeast m Q`. All quantities are real numbers, so units are left to the reader: energies for `φ`, `X` and `h`, and any consistent pair of units for `a` and `Q`. The sign convention is fixed by the plus sign in `balance` together with a charge that does not decrease as the barrier rises.

The main theorem, `fermi_level_pinning`, assumes `0 ≤ a`, `0 ≤ m`, continuity of `Q` and the slope condition. Its first part, `∀ X, ∃! φ, balance a Q φ = X`, says that each `X` has one and only one barrier. Its second part takes any solution `φ` for `X` and any solution `φ'` for `X + h`, and bounds `φ' - φ` from both sides. The case `a = 0` is included and describes an interface whose charge produces no dipole step.

The restriction `x ≤ y` inside `ChargesAtLeast` is needed to admit charge curves that are not straight lines. Without it, the inequality would also hold with `x` and `y` exchanged, and the two versions together would force $Q(y)-Q(x)=m(y-x)$. The theorem would then cover only linear charge curves.

Several idealisations remain. The slope condition is required on the whole real line, whereas a real band of interface states has finite width and its charge saturates once the band is full or empty; for such a curve only $m=0$ is available. A change of metal is taken to alter only `X`, although it can also alter `a` and the states in the gap, and with them `Q`. The coupling `a` does not depend on the barrier, the charge of the depletion layer is neglected, and the slope bound is assumed, not derived from a microscopic model of the states. Within this one-variable charge balance, the result links a quantity from electronic structure, the density of interface states, to the response of the barrier to a change of metal.

## The complete file

```lean
import Mathlib

open Filter Topology

namespace FermiLevelPinning

/-- The barrier height `φ` plus the dipole potential `a * Q φ` of the charge in the
interface states. -/
def balance (a : ℝ) (Q : ℝ → ℝ) (φ : ℝ) : ℝ := φ + a * Q φ

/-- The interface charge grows at least at the rate `m` as the barrier rises. -/
def ChargesAtLeast (m : ℝ) (Q : ℝ → ℝ) : Prop :=
  ∀ x y, x ≤ y → m * (y - x) ≤ Q y - Q x

/-- The charge of interface states of constant density `m` that are neutral at the level `φ₀`. -/
def linearStates (m φ₀ : ℝ) (φ : ℝ) : ℝ := m * (φ - φ₀)

/-- The left side of the balance equation grows at least at the rate `1 + a * m`. -/
theorem balance_growth {a m : ℝ} {Q : ℝ → ℝ} (ha : 0 ≤ a)
    (hQ : ChargesAtLeast m Q) {x y : ℝ} (hxy : x ≤ y) :
    (1 + a * m) * (y - x) ≤ balance a Q y - balance a Q x := by
  have h := mul_le_mul_of_nonneg_left (hQ x y hxy) ha
  unfold balance
  nlinarith [h]

/-- A larger value of the balance belongs to a barrier that is at least as high. -/
theorem barrier_mono {a m : ℝ} {Q : ℝ → ℝ} (ha : 0 ≤ a) (hm : 0 ≤ m)
    (hQ : ChargesAtLeast m Q) {φ φ' : ℝ}
    (h : balance a Q φ ≤ balance a Q φ') : φ ≤ φ' := by
  by_contra hlt
  have hlt' : φ' < φ := lt_of_not_ge hlt
  have hg := balance_growth ha hQ hlt'.le
  have hp : 0 < (1 + a * m) * (φ - φ') :=
    mul_pos (by positivity) (sub_pos.mpr hlt')
  linarith

/-- For every `X` exactly one barrier height satisfies the balance equation. -/
theorem existsUnique_barrier {a m : ℝ} {Q : ℝ → ℝ} (ha : 0 ≤ a) (hm : 0 ≤ m)
    (hc : Continuous Q) (hQ : ChargesAtLeast m Q) (X : ℝ) :
    ∃! φ, balance a Q φ = X := by
  have hcont : Continuous (balance a Q) :=
    continuous_id.add (continuous_const.mul hc)
  have ham : 0 ≤ a * m := mul_nonneg ha hm
  -- The values of the balance at `-d` and `d` bracket `X`.
  obtain ⟨d, hd⟩ : ∃ d, d = |X - balance a Q 0| := ⟨_, rfl⟩
  have hd0 : 0 ≤ d := by rw [hd]; exact abs_nonneg _
  have hup : X - balance a Q 0 ≤ d := by rw [hd]; exact le_abs_self _
  have hlo : -d ≤ X - balance a Q 0 := by rw [hd]; exact neg_abs_le _
  have hmd : 0 ≤ a * m * d := mul_nonneg ham hd0
  have h1 : balance a Q (-d) ≤ X := by
    have hg := balance_growth ha hQ (show -d ≤ 0 by linarith)
    nlinarith [hg, hmd]
  have h2 : X ≤ balance a Q d := by
    have hg := balance_growth ha hQ hd0
    nlinarith [hg, hmd]
  obtain ⟨φ, hφ⟩ := mem_range_of_exists_le_of_exists_ge hcont ⟨-d, h1⟩ ⟨d, h2⟩
  refine ⟨φ, hφ, fun ψ hψ => ?_⟩
  have hψ' : balance a Q ψ = X := hψ
  exact le_antisymm (barrier_mono ha hm hQ (hψ'.trans hφ.symm).le)
    (barrier_mono ha hm hQ (hφ.trans hψ'.symm).le)

/-- The balance equation has a unique solution for every `X`, and raising `X` by `h ≥ 0`
raises the barrier by between `0` and `h / (1 + a * m)`. -/
theorem fermi_level_pinning {a m : ℝ} {Q : ℝ → ℝ} (ha : 0 ≤ a) (hm : 0 ≤ m)
    (hc : Continuous Q) (hQ : ChargesAtLeast m Q) :
    (∀ X, ∃! φ, balance a Q φ = X) ∧
    ∀ X h φ φ', 0 ≤ h → balance a Q φ = X → balance a Q φ' = X + h →
      0 ≤ φ' - φ ∧ φ' - φ ≤ h / (1 + a * m) := by
  refine ⟨existsUnique_barrier ha hm hc hQ, fun X h φ φ' hh h1 h2 => ?_⟩
  have hle : φ ≤ φ' := barrier_mono ha hm hQ (by linarith)
  have hp : 0 < 1 + a * m := by positivity
  refine ⟨sub_nonneg.mpr hle, ?_⟩
  -- The growth bound between the two solutions limits the shift.
  rw [le_div_iff₀ hp]
  have hg := balance_growth ha hQ hle
  linarith

/-- If the interface charge grows at least at the rate `m ≥ 0` and at most at the rate `M`, and the
coupling `a` is nonnegative, raising `X` by `h ≥ 0` raises the barrier by at least `h / (1 + a *
M)`. -/
theorem minimum_shift {a m M : ℝ} {Q : ℝ → ℝ} (ha : 0 ≤ a) (hm : 0 ≤ m)
    (hQ : ChargesAtLeast m Q) (hM : ∀ x y, x ≤ y → Q y - Q x ≤ M * (y - x))
    {X h φ φ' : ℝ} (hh : 0 ≤ h) (h1 : balance a Q φ = X)
    (h2 : balance a Q φ' = X + h) : h / (1 + a * M) ≤ φ' - φ := by
  have hle : φ ≤ φ' := barrier_mono ha hm hQ (by linarith)
  have hM0 : 0 ≤ M := by
    have u := hQ 0 1 zero_le_one
    have v := hM 0 1 zero_le_one
    linarith
  have hp : 0 < 1 + a * M := by positivity
  rw [div_le_iff₀ hp]
  have hg := mul_le_mul_of_nonneg_left (hM φ φ' hle) ha
  unfold balance at h1 h2
  nlinarith [hg]

/-- For a constant density of interface states the distance of the barrier from the
neutrality level is `X - φ₀` divided by `1 + a * m`. -/
theorem linear_barrier {a m : ℝ} (ha : 0 ≤ a) (hm : 0 ≤ m) (φ₀ X φ : ℝ) :
    balance a (linearStates m φ₀) φ = X ↔ φ - φ₀ = (X - φ₀) / (1 + a * m) := by
  have hp : 0 < 1 + a * m := by positivity
  rw [eq_div_iff hp.ne']
  unfold balance linearStates
  constructor
  · intro h
    linear_combination h
  · intro h
    linear_combination h

/-- A constant density `m` of interface states meets the charging condition with rate `m`,
and raising `X` by `h` then raises the barrier by exactly `h / (1 + a * m)`. -/
theorem linear_shift_sharp {a m : ℝ} (ha : 0 ≤ a) (hm : 0 ≤ m) (φ₀ : ℝ) :
    ChargesAtLeast m (linearStates m φ₀) ∧
    ∀ X h φ φ', balance a (linearStates m φ₀) φ = X →
      balance a (linearStates m φ₀) φ' = X + h → φ' - φ = h / (1 + a * m) := by
  constructor
  · intro x y _
    unfold linearStates
    exact le_of_eq (by ring)
  · intro X h φ φ' h1 h2
    have hp : 0 < 1 + a * m := by positivity
    rw [eq_div_iff hp.ne']
    unfold balance linearStates at h1 h2
    linear_combination h2 - h1

/-- If the interface is neutral at `φ₀` and its charge grows at least at the rate `m ≥ 0`, then for
a coupling `a ≥ 0` the barrier lies within `|X - φ₀| / (1 + a * m)` of that level. -/
theorem distance_to_neutrality {a m : ℝ} {Q : ℝ → ℝ} (ha : 0 ≤ a) (hm : 0 ≤ m)
    (hQ : ChargesAtLeast m Q) {φ₀ X φ : ℝ} (h0 : Q φ₀ = 0)
    (h : balance a Q φ = X) : |φ - φ₀| ≤ |X - φ₀| / (1 + a * m) := by
  have hp : 0 < 1 + a * m := by positivity
  have hb : balance a Q φ₀ = φ₀ := by simp [balance, h0]
  rw [le_div_iff₀ hp]
  rcases le_total φ φ₀ with hle | hle
  · have hg := balance_growth ha hQ hle
    rw [abs_of_nonpos (sub_nonpos.mpr hle)]
    nlinarith [hg, neg_abs_le (X - φ₀)]
  · have hg := balance_growth ha hQ hle
    rw [abs_of_nonneg (sub_nonneg.mpr hle)]
    nlinarith [hg, le_abs_self (X - φ₀)]

/-- For interfaces with the same coupling `a > 0`, neutral at `φ₀`, whose charges grow at least at
rates `m n ≥ 0` that tend to infinity, the barrier at fixed `X` tends to `φ₀`. -/
theorem complete_pinning {a φ₀ X : ℝ} {m φ : ℕ → ℝ} {Q : ℕ → ℝ → ℝ}
    (ha : 0 < a) (hm : ∀ n, 0 ≤ m n) (hlim : Tendsto m atTop atTop)
    (hQ : ∀ n, ChargesAtLeast (m n) (Q n)) (h0 : ∀ n, Q n φ₀ = 0)
    (h : ∀ n, balance a (Q n) (φ n) = X) : Tendsto φ atTop (𝓝 φ₀) := by
  have hden : Tendsto (fun n => 1 + a * m n) atTop atTop :=
    tendsto_atTop_add_const_left _ 1 (hlim.const_mul_atTop ha)
  rw [tendsto_iff_dist_tendsto_zero]
  -- The distance to the neutrality level is squeezed to zero.
  refine squeeze_zero (fun n => dist_nonneg) (fun n => ?_)
    (hden.const_div_atTop |X - φ₀|)
  rw [Real.dist_eq]
  exact distance_to_neutrality ha.le (hm n) (hQ n) (h0 n) (h n)

end FermiLevelPinning
```

```lean
#print axioms FermiLevelPinning.fermi_level_pinning
-- 'FermiLevelPinning.fermi_level_pinning' depends on axioms: [propext, Classical.choice, Quot.sound]
#print axioms FermiLevelPinning.minimum_shift
-- 'FermiLevelPinning.minimum_shift' depends on axioms: [propext, Classical.choice, Quot.sound]
#print axioms FermiLevelPinning.linear_shift_sharp
-- 'FermiLevelPinning.linear_shift_sharp' depends on axioms: [propext, Classical.choice, Quot.sound]
#print axioms FermiLevelPinning.complete_pinning
-- 'FermiLevelPinning.complete_pinning' depends on axioms: [propext, Classical.choice, Quot.sound]
```

## How the proof follows the derivation

`balance_growth` is the growth inequality. It multiplies the slope condition by `a` with `mul_le_mul_of_nonneg_left`, unfolds `balance`, and leaves the rearrangement to `nlinarith`. `barrier_mono` reads order backwards by the same contradiction as above: `hg` is the growth from `φ'` to `φ`, `hp` says that this growth is positive, and `linarith` finds the conflict with the hypothesis.

`existsUnique_barrier` introduces the distance `d` and proves the two bracketing inequalities as `h1` and `h2`. The auxiliary fact `hmd`, that $amd\ge 0$, is what allows the factor $1+am$ to be replaced by $1$. The intermediate value theorem enters as `mem_range_of_exists_le_of_exists_ge`, which turns a value below, a value above and continuity into a solution. Uniqueness is `le_antisymm` applied to two uses of `barrier_mono`.

In `fermi_level_pinning` the first part is this existence theorem. For the second part, `barrier_mono` gives the lower bound, `le_div_iff₀` moves the positive denominator to the other side, and `balance_growth` between the two solutions finishes the upper bound. Continuity is used only for existence, which is why the later theorems about given solutions do not assume it.

`minimum_shift` first obtains `0 ≤ M` by comparing the two slope bounds at `0` and `1`, and then multiplies the upper bound by `a`. `linear_barrier` proves the explicit formula as an equivalence: a barrier solves the linear balance if and only if the difference `φ - φ₀`, taken with its sign, has the stated value. After the denominator has been cleared, `linear_combination` confirms each direction as an algebraic identity. `linear_shift_sharp` checks that the linear charge satisfies the slope condition, with equality, and subtracts the two balances to get the exact shift. Here `h` may have either sign.

`distance_to_neutrality` splits into the cases `φ ≤ φ₀` and `φ₀ ≤ φ` with `le_total` and applies `balance_growth` in each. `complete_pinning` describes the interfaces by sequences `m`, `Q` and `φ`. It shows that the denominators $1+am_n$ tend to infinity, which is where `0 < a` is needed, and then uses `squeeze_zero` to trap the distance from `φ₀` between zero and a bound that vanishes in the limit.
